# Potentials of different shape can share all their Bohr–Sommerfeld levels

## Allowed lengths and the quantisation condition

Let $V$ be the potential energy of a particle of mass $m$ on the real line. How much of $V$ do its semiclassical vibrational levels determine? Two quantities enter:

$$L_V(u)=\text{length of }\{x: V(x)<u\},\qquad A_V(E)=\int_{-\infty}^{\infty}\sqrt{\max(E-V(x),0)}\,dx .$$

For a single well with $V\ge0$, where the allowed region $\{x: V(x)<E\}$ is one interval, the $n$-th level, $n=0,1,2,\dots$, is an energy $E>0$ with $\sqrt{2m}\,A_V(E)=\pi\hbar(n+\tfrac12)$. The Lean name for $A_V$ is `action`; the textbook action $\oint p\,dx$ is $2\sqrt{2m}\,A_V$.

Let $V$ and $W$ be nonnegative and measurable (continuous, for instance), with $L_V(u)=L_W(u)<\infty$ for every $u>0$. Then $A_V(E)=A_W(E)$ for every $E>0$, and if both are single wells, their levels coincide. The reason is the identity

$$A_V(E)=\int_0^\infty L_V(E-t^2)\,dt .$$

## Well widths in an RKR inversion

An RKR program for a diatomic molecule runs this relation backwards. It interpolates the measured levels to a smooth function $E(v)$, with energies counted from the well minimum and $E(-\tfrac12)=0$. For a single well and reduced mass $\mu$, it then computes the distance between the turning points at energy $E(v)$:

$$r_+-r_-=\frac{2\hbar}{\sqrt{2\mu}}\int_{-1/2}^{v}\frac{dv'}{\sqrt{E(v)-E(v')}} .$$

This inversion formula is quoted as background and has no proof in the Lean code below. It yields only a width. The program takes a second relation between $r_+$ and $r_-$ from the rotational constants.

## Slicing the area under the momentum

Fix $E>0$ with $L_V(E)<\infty$, and write $f(x)=\sqrt{\max(E-V(x),0)}$. Since $V\ge0$, $f\le\sqrt E$ where $V<E$, and $f=0$ elsewhere. Hence $\int f\,dx\le\sqrt E\,L_V(E)<\infty$.

The area under $f$ is the integral over heights $t>0$ of the length of $\{f>t\}$. For $t>0$, $f(x)>t$ means $E-V(x)>t^2$, that is, $V(x)<E-t^2$. This gives the identity. When $E-t^2\le0$ the allowed set is empty, so only lengths at positive energies contribute, and equal lengths give equal integrals.

## An asymmetric oscillator with harmonic Bohr–Sommerfeld levels

For $|a|<1$, let $V_a(x)=x^2/(1+a)^2$ for $x\ge0$ and $V_a(x)=x^2/(1-a)^2$ for $x<0$. Then $V_a(x)<u$ means $-\sqrt u\,(1-a)<x<\sqrt u\,(1+a)$, so $L_{V_a}(u)=2\sqrt u$ for every $a$.

The action may therefore be computed at $a=0$, where $V_0=x^2$. With $x=\sqrt E\,y$,

$$A_{V_a}(E)=E\int_{-1}^{1}\sqrt{1-y^2}\,dy=\frac{\pi E}{2}.$$

The quantisation condition becomes $\sqrt{2m}\,E=2\hbar(n+\tfrac12)$, so $E=\hbar\sqrt{2/m}\,(n+\tfrac12)$.

If $V_a(x)=(x-c)^2$ for all $x$, then $x=0$ gives $c=0$, and $x=1$ gives $(1+a)^2=1$, or $a(2+a)=0$. Since $2+a>0$, $a=0$. For $a\ne0$ the curve is thus no translate of the parabola, nor of its mirror image, which is the same parabola.

## Lean definitions and proofs

```lean
import Mathlib

open MeasureTheory Set

noncomputable section

namespace SemiclassicalAmbiguity

/-- The total length of the classically allowed region `{V < u}` at energy `u`. -/
def allowedLength (V : ℝ → ℝ) (u : ℝ) : ENNReal := volume {x | V x < u}

/-- The semiclassical action integral of `sqrt (E - V)` over the classically allowed region,
without the mass factor `sqrt (2 m)`. -/
def action (V : ℝ → ℝ) (E : ℝ) : ℝ := ∫ x, √(max (E - V x) 0)

/-- The Bohr-Sommerfeld condition: `E > 0` is the `n`-th semiclassical level of a particle of
mass `m` in the potential `V`. -/
def IsLevel (m hbar : ℝ) (V : ℝ → ℝ) (n : ℕ) (E : ℝ) : Prop :=
  0 < E ∧ √(2 * m) * action V E = Real.pi * hbar * (n + 1 / 2)

/-- Two half-parabolas joined at their common minimum, equally steep only if `a = 0`, with asymmetry
`a` in the domain `|a| < 1`. -/
def splitOscillator (a x : ℝ) : ℝ :=
  if 0 ≤ x then (x / (1 + a)) ^ 2 else (x / (1 - a)) ^ 2

/-- For a nonnegative measurable potential whose allowed region at energy `E` has finite length,
the action integral converges. -/
theorem integrable_momentum {V : ℝ → ℝ} (hV : Measurable V) (h0 : ∀ x, 0 ≤ V x) {E : ℝ}
    (hfin : allowedLength V E ≠ ⊤) : Integrable (fun x => √(max (E - V x) 0)) := by
  have hS : MeasurableSet {x | V x < E} := measurableSet_lt hV measurable_const
  have hi : Integrable ({x | V x < E}.indicator (fun _ => √E)) :=
    (integrable_indicator_iff hS).2 (integrableOn_const hfin)
  -- the integrand is at most `√E` on the allowed region and zero outside
  refine hi.mono' ((measurable_const.sub hV).max measurable_const).sqrt.aestronglyMeasurable
    (Filter.Eventually.of_forall fun x => ?_)
  rw [Real.norm_of_nonneg (Real.sqrt_nonneg _)]
  by_cases h : V x < E
  · rw [indicator_of_mem (show x ∈ {x | V x < E} from h)]
    exact Real.sqrt_le_sqrt (max_le (by linarith [h0 x]) (by linarith [h0 x]))
  · rw [indicator_of_notMem (show x ∉ {x | V x < E} from h),
      max_eq_right (by linarith [not_lt.1 h]), Real.sqrt_zero]

/-- For a nonnegative measurable potential with an allowed region of finite length at energy `E`,
the action is the integral over `t > 0` of the allowed length at energy `E - t ^ 2`. -/
theorem action_eq_integral_length {V : ℝ → ℝ} (hV : Measurable V) (h0 : ∀ x, 0 ≤ V x) {E : ℝ}
    (hfin : allowedLength V E ≠ ⊤) :
    action V E = ∫ t in Ioi (0 : ℝ), (allowedLength V (E - t ^ 2)).toReal := by
  unfold action
  rw [(integrable_momentum hV h0 hfin).integral_eq_integral_meas_lt
    (Filter.Eventually.of_forall fun x => Real.sqrt_nonneg _)]
  refine setIntegral_congr_fun measurableSet_Ioi fun t ht => ?_
  have ht' : (0 : ℝ) < t := ht
  -- the momentum exceeds `t` exactly where the potential lies below `E - t ^ 2`
  have hset : {x | t < √(max (E - V x) 0)} = {x | V x < E - t ^ 2} := by
    ext x
    simp only [mem_ofPred_eq]
    rw [Real.lt_sqrt ht'.le, lt_max_iff]
    constructor
    · rintro (h | h)
      · linarith
      · nlinarith [sq_nonneg t]
    · intro h
      left
      linarith
  simp only [hset, allowedLength, Measure.real]

/-- If two nonnegative measurable potentials have allowed regions of equal finite length at every
positive energy, their action integrals converge and agree at every positive energy. -/
theorem action_eq_of_equal_lengths {V W : ℝ → ℝ} (hV : Measurable V) (hW : Measurable W)
    (hV0 : ∀ x, 0 ≤ V x) (hW0 : ∀ x, 0 ≤ W x)
    (hfin : ∀ u, 0 < u → allowedLength V u ≠ ⊤)
    (heq : ∀ u, 0 < u → allowedLength V u = allowedLength W u) {E : ℝ} (hE : 0 < E) :
    Integrable (fun x => √(max (E - V x) 0)) ∧ Integrable (fun x => √(max (E - W x) 0)) ∧
      action V E = action W E := by
  have hWfin : allowedLength W E ≠ ⊤ := heq E hE ▸ hfin E hE
  refine ⟨integrable_momentum hV hV0 (hfin E hE), integrable_momentum hW hW0 hWfin, ?_⟩
  -- at energies `u ≤ 0` both allowed regions are empty
  have hempty : ∀ U : ℝ → ℝ, (∀ x, 0 ≤ U x) → ∀ u ≤ 0, allowedLength U u = 0 := by
    intro U hU u hu
    have : {x | U x < u} = ∅ :=
      eq_empty_of_forall_notMem fun x hx => absurd (lt_of_lt_of_le hx hu) (not_lt_of_ge (hU x))
    rw [allowedLength, this, measure_empty]
  have hall : ∀ u, allowedLength V u = allowedLength W u := fun u => by
    rcases lt_or_ge 0 u with hu | hu
    · exact heq u hu
    · rw [hempty V hV0 u hu, hempty W hW0 u hu]
  rw [action_eq_integral_length hV hV0 (hfin E hE), action_eq_integral_length hW hW0 hWfin]
  simp only [hall]

/-- Two nonnegative measurable potentials with allowed regions of equal finite length at every
positive energy have the same semiclassical levels. -/
theorem isLevel_iff_of_equal_lengths {V W : ℝ → ℝ} (hV : Measurable V) (hW : Measurable W)
    (hV0 : ∀ x, 0 ≤ V x) (hW0 : ∀ x, 0 ≤ W x)
    (hfin : ∀ u, 0 < u → allowedLength V u ≠ ⊤)
    (heq : ∀ u, 0 < u → allowedLength V u = allowedLength W u) (m hbar : ℝ) (n : ℕ) (E : ℝ) :
    IsLevel m hbar V n E ↔ IsLevel m hbar W n E :=
  and_congr_right fun hE => by
    rw [(action_eq_of_equal_lengths hV hW hV0 hW0 hfin heq hE).2.2]

/-- The split oscillator is a continuous potential. -/
theorem continuous_splitOscillator (a : ℝ) : Continuous (splitOscillator a) := by
  unfold splitOscillator
  refine Continuous.if_le (by fun_prop) (by fun_prop) continuous_const continuous_id ?_
  intro x hx
  have hx' : x = 0 := hx.symm
  simp [hx']

/-- For `|a| < 1` the allowed region of the split oscillator at energy `u > 0` has length
`2 sqrt u`, whatever the asymmetry. -/
theorem allowedLength_splitOscillator {a u : ℝ} (ha : |a| < 1) (hu : 0 < u) :
    allowedLength (splitOscillator a) u = ENNReal.ofReal (2 * √u) := by
  obtain ⟨h1, h2⟩ := abs_lt.1 ha
  have hp : 0 < 1 + a := by linarith
  have hm : 0 < 1 - a := by linarith
  have hs : 0 < √u := Real.sqrt_pos.2 hu
  have hset : {x | splitOscillator a x < u} = Ioo (-(√u * (1 - a))) (√u * (1 + a)) := by
    ext x
    simp only [mem_ofPred_eq, mem_Ioo, splitOscillator]
    have hl := mul_pos hs hm
    have hr := mul_pos hs hp
    split_ifs with hx
    · rw [← Real.lt_sqrt (div_nonneg hx hp.le), div_lt_iff₀ hp]
      exact ⟨fun h => ⟨by linarith, h⟩, fun h => h.2⟩
    · have hx' : 0 ≤ -x := by linarith [not_le.1 hx]
      rw [show (x / (1 - a)) ^ 2 = (-x / (1 - a)) ^ 2 by ring,
        ← Real.lt_sqrt (div_nonneg hx' hm.le), div_lt_iff₀ hm]
      exact ⟨fun h => ⟨by linarith, by linarith⟩, fun h => by linarith [h.1]⟩
  rw [allowedLength, hset, Real.volume_Ioo]
  congr 1
  ring

/-- The action of the parabola `x ^ 2` at energy `E > 0` is `π E / 2`. -/
theorem action_parabola {E : ℝ} (hE : 0 < E) :
    action (fun x => x ^ 2) E = Real.pi * E / 2 := by
  have hs : 0 < √E := Real.sqrt_pos.2 hE
  have hsq : √E ^ 2 = E := Real.sq_sqrt hE.le
  -- the area of the unit half-disc
  have hunit : ∫ y : ℝ, √(max (1 - y ^ 2) 0) = Real.pi / 2 := by
    rw [← integral_sqrt_one_sub_sq, intervalIntegral.integral_of_le (by norm_num),
      ← setIntegral_eq_integral_of_forall_compl_eq_zero (s := Ioc (-1 : ℝ) 1)]
    · refine setIntegral_congr_fun measurableSet_Ioc fun y hy => ?_
      have hy' : 0 ≤ 1 - y ^ 2 := by nlinarith [hy.1, hy.2]
      simp only [max_eq_left hy']
    · intro y hy
      have hy' : 1 - y ^ 2 ≤ 0 := by
        rcases le_or_gt y (-1) with h | h
        · nlinarith
        · have : 1 < y := lt_of_not_ge fun h' => hy ⟨h, h'⟩
          nlinarith
      rw [max_eq_right hy', Real.sqrt_zero]
  -- scale lengths by the turning point `√E`
  have hscale : ∀ x : ℝ, √(max (E - x ^ 2) 0) = √E * √(max (1 - (x / √E) ^ 2) 0) := by
    intro x
    rw [← Real.sqrt_mul hE.le, mul_max_of_nonneg _ _ hE.le, mul_zero, div_pow, hsq,
      mul_sub, mul_one, mul_div_cancel₀ _ hE.ne']
  simp only [action, hscale]
  rw [integral_const_mul, Measure.integral_comp_div (fun y : ℝ => √(max (1 - y ^ 2) 0)),
    hunit, abs_of_pos hs, smul_eq_mul]
  linear_combination (Real.pi / 2) * hsq

/-- For `|a| < 1` and positive mass and `hbar`, the semiclassical levels of the split oscillator
are `hbar sqrt (2 / m) (n + 1 / 2)`, independent of the asymmetry. -/
theorem isLevel_splitOscillator {a m hbar : ℝ} (ha : |a| < 1) (hm : 0 < m) (hh : 0 < hbar)
    (n : ℕ) (E : ℝ) :
    IsLevel m hbar (splitOscillator a) n E ↔ E = hbar * √(2 / m) * (n + 1 / 2) := by
  have hpos : ∀ b x, 0 ≤ splitOscillator b x := fun b x => by
    unfold splitOscillator
    split_ifs <;> positivity
  have h0 : |(0 : ℝ)| < 1 := by norm_num
  have hpar : splitOscillator 0 = fun x => x ^ 2 := by
    funext x
    simp [splitOscillator]
  -- equal lengths reduce the problem to the symmetric parabola
  rw [isLevel_iff_of_equal_lengths (continuous_splitOscillator a).measurable
    (continuous_splitOscillator 0).measurable (hpos a) (hpos 0)
    (fun u hu => by rw [allowedLength_splitOscillator ha hu]; exact ENNReal.ofReal_ne_top)
    (fun u hu => by rw [allowedLength_splitOscillator ha hu, allowedLength_splitOscillator h0 hu]),
    hpar]
  have hsr : √(2 * m) * √(2 / m) = 2 := by
    rw [← Real.sqrt_mul (by positivity), show 2 * m * (2 / m) = 2 ^ 2 by field_simp]
    exact Real.sqrt_sq (by norm_num)
  constructor
  · rintro ⟨hE, h⟩
    rw [action_parabola hE] at h
    have h' : √(2 * m) * E = 2 * hbar * (n + 1 / 2) :=
      mul_left_cancel₀ Real.pi_ne_zero (by linear_combination 2 * h)
    linear_combination (√(2 / m) / 2) * h' - (E / 2) * hsr
  · intro h
    have hE : 0 < E := by rw [h]; positivity
    refine ⟨hE, ?_⟩
    rw [action_parabola hE, h]
    linear_combination (Real.pi * hbar * (n + 1 / 2) / 2) * hsr

/-- For `|a| < 1` and `a ≠ 0` the split oscillator is not a translate of the parabola `x ^ 2`. -/
theorem splitOscillator_not_translate {a : ℝ} (ha : |a| < 1) (hne : a ≠ 0) (c : ℝ) :
    splitOscillator a ≠ fun x => (x - c) ^ 2 := by
  intro h
  have hp : 0 < 1 + a := by linarith [(abs_lt.1 ha).1]
  -- the minimum fixes `c = 0`, the value at `1` then fixes `a = 0`
  have hc : c = 0 := by
    have h0 : 0 = c ^ 2 := by simpa [splitOscillator] using congrFun h 0
    exact (pow_eq_zero_iff two_ne_zero).1 h0.symm
  have h1 := congrFun h 1
  simp only [splitOscillator, hc, if_pos (zero_le_one' ℝ)] at h1
  rw [div_pow, div_eq_iff (pow_ne_zero 2 hp.ne')] at h1
  have h2 : a * (2 + a) = 0 := by linear_combination -h1
  rcases mul_eq_zero.1 h2 with h3 | h3
  · exact hne h3
  · linarith

end SemiclassicalAmbiguity
```

```lean
#print axioms SemiclassicalAmbiguity.isLevel_iff_of_equal_lengths
#print axioms SemiclassicalAmbiguity.isLevel_splitOscillator
#print axioms SemiclassicalAmbiguity.splitOscillator_not_translate
```

```
'SemiclassicalAmbiguity.isLevel_iff_of_equal_lengths' depends on axioms: [propext, Classical.choice, Quot.sound]
'SemiclassicalAmbiguity.isLevel_splitOscillator' depends on axioms: [propext, Classical.choice, Quot.sound]
'SemiclassicalAmbiguity.splitOscillator_not_translate' depends on axioms: [propext, Classical.choice, Quot.sound]
```

## From the Lean statements to a molecule

`allowedLength` is $L_V$ as Lebesgue measure, with infinity as a possible value; `≠ ⊤` says that it is finite. `IsLevel` is the quantisation condition, and `splitOscillator a` is $V_a$.

`integrable_momentum` makes the comparison with $\sqrt E$ on the allowed set. `action_eq_integral_length` applies Mathlib's slicing formula, and its `hset` is the equivalence $f>t\Leftrightarrow V<E-t^2$. In `action_eq_of_equal_lengths`, `hempty` handles energies $u\le0$; `isLevel_iff_of_equal_lengths` carries the equality over to levels. For the example, `allowedLength_splitOscillator` finds the interval by the sign of $x$, `action_parabola` rescales the half-disc area, and `isLevel_splitOscillator` reduces $a$ to $0$ and solves for $E$.

Nonnegativity puts both potentials above a common energy zero. Requiring it of only one is not enough: $V=\max(|x|-1,0)$ and $W=|x|-1$ have equal lengths $2(1+u)$ for all $u>0$, but $A_V(1)=10/3$ and $A_W(1)=8\sqrt2/3$.

Finite length at every energy excludes a dissociating curve such as Morse's, although the slicing identity still applies to it below dissociation. `IsLevel` integrates over all wells together, so its physical reading is for a single well. The result concerns Bohr–Sommerfeld levels only; equal lengths do not in general give equal eigenvalues of the Schrödinger equation. As $a\to1$, the left half of $V_a$ becomes a hard wall and the eigenvalues tend to $\hbar\sqrt{2/m}\,(n+\tfrac34)$, whereas the Bohr–Sommerfeld levels stay at $\hbar\sqrt{2/m}\,(n+\tfrac12)$. This comparison is not formalised here.
